# The least total spread of orthonormal orbitals along one Hermitian coordinate, at fixed density matrix P in a finite basis, is tr(P X (1 − P) X)

A position coordinate is represented here by a Hermitian matrix X on a finite orthonormal one-particle basis, and its square by the matrix product X² = X X. In a truncated basis, X² generally differs from the matrix K of the operator x². Using K would add tr(P(K − X²)) to the total spread. This term depends only on the density matrix P, so the same orbitals would remain optimal.

Let the columns of C be the occupied orbitals, with Cᴴ C = 1 and P = C Cᴴ. Write A = Cᴴ X C for the coordinate between the orbitals. The total spread and the invariant spread are

S(C) = Σ_i [(Cᴴ X² C)_ii − (A_ii)²]

I = tr(P X (1 − P) X).

The claim is that S(C) ≥ I, with equality exactly when A is diagonal, and that some unitary mixing C U reaches equality.

In electronic structure, this is the finite, one-coordinate case of the division of the orbital spread used for localised orbitals and Wannier functions: one part is fixed by the occupied space and the other depends on the choice of orbitals.

## Off-diagonal elements carry the excess spread

Expand the invariant trace and move C cyclically:

I = tr(C Cᴴ X²) − tr(C Cᴴ X C Cᴴ X) = tr(Cᴴ X² C) − tr(A A).

Since X is Hermitian, so is A. Its diagonal elements are real, and

tr(A A) = tr(Aᴴ A) = Σ_i Σ_j |A_ji|² = Σ_i (A_ii)² + Σ_i Σ_(j≠i) |A_ji|².

Substituting tr(Cᴴ X² C) = I + tr(A A) into the definition of S gives

S(C) = I + Σ_i Σ_(j≠i) |A_ji|².

The last sum is nonnegative and vanishes exactly when A is diagonal. This proves the bound and its equality condition without using Cᴴ C = 1.

Orthonormality gives I its geometric meaning. With Q = 1 − P, it implies Q² = Q = Qᴴ, so

I = tr(Cᴴ X Q X C) = tr((Q X C)ᴴ (Q X C)) = Σ_i Σ_a |(Q X C)_ai|² ≥ 0.

The invariant spread measures how far X carries the occupied orbitals out of the occupied space.

To reach the bound, diagonalise A = U diag(d) Uᴴ with U unitary. The mixed orbitals C U have the same density matrix, because C U Uᴴ Cᴴ = P, and their coordinate matrix is Uᴴ A U = diag(d). Hence S(C U) = I.

## Two orbitals on three sites

Take X = diag(−1, 0, 1) and the orthonormal orbitals

c₁ = (1, √2, 1)/2, c₂ = (1, 0, −1)/√2.

Both have mean position zero. Their expectation values of X² are 1/2 and 1, so S = 3/2. The off-diagonal elements are A₁₂ = A₂₁ = −1/√2, which contribute 2 · 1/2 = 1. Therefore I = 1/2.

The orbitals (c₁ ± c₂)/√2 diagonalise A. Each has ⟨X²⟩ = 3/4 and ⟨X⟩² = 1/2, hence spread 1/4, and the total is 1/2 as required.

It would be an error to replace Cᴴ X² C by A². This inserts P between the two factors of X and discards the leakage out of the occupied space. In the example it would give a spread of 1 instead of 3/2, and a minimum of 0 instead of 1/2.

## Orbitals and spreads as Lean objects

The finite types `n` and `m` label basis functions and orbitals respectively.

```lean
import Mathlib

open Matrix Finset

namespace OrbitalLocalisation

noncomputable section

variable {n m : Type*} [Fintype n] [DecidableEq n] [Fintype m] [DecidableEq m]
```

The matrix A is `projected X C`.

```lean
/-- The matrix of the one-particle operator `X` between the orbitals that are the
columns of `C`. -/
def projected (X : Matrix n n ℂ) (C : Matrix n m ℂ) : Matrix m m ℂ := Cᴴ * X * C
```

The spread is a real number, so the definition takes real parts. For Hermitian X, the diagonal elements concerned are already real. The first term uses `projected (X * X) C`, which keeps the full product X² between the orbitals.

```lean
/-- The sum over the columns of `C` of the real part of the diagonal element of `Cᴴ X² C` minus the
square of the real part of the diagonal element of `Cᴴ X C`. For Hermitian `X` and normalised
orbitals, this is the total spread: the expectation value of `X²` minus the square of the
expectation value of `X`, summed over the orbitals. -/
def spread (X : Matrix n n ℂ) (C : Matrix n m ℂ) : ℝ :=
  ∑ i, ((projected (X * X) C i i).re - (projected X C i i).re ^ 2)
```

The invariant spread takes a density matrix as its argument and likewise returns a real part.

```lean
/-- The invariant spread, the real part of `trace (P X (1 - P) X)`, which depends on the
orbitals only through the density matrix `P`. -/
def invariantSpread (X P : Matrix n n ℂ) : ℝ := (P * X * (1 - P) * X).trace.re
```

## The invariant trace as leakage

The first lemma expresses tr(Mᴴ M) as a sum of squared moduli by expanding the matrix product.

```lean
omit [DecidableEq n] [DecidableEq m] in
/-- The trace of `Mᴴ M` is the sum of the squared moduli of the elements of `M`. -/
theorem trace_conjTranspose_mul (M : Matrix n m ℂ) :
    (Mᴴ * M).trace = ((∑ i, ∑ a, ‖M a i‖ ^ 2 : ℝ) : ℂ) := by
  simp only [Matrix.trace, Matrix.diag_apply, Matrix.mul_apply, Matrix.conjTranspose_apply]
  push_cast
  exact Finset.sum_congr rfl fun i _ => Finset.sum_congr rfl fun a _ => Complex.conj_mul' _
```

With the orthonormality hypothesis `hC`, the next theorem identifies the full complex trace with the squared norm of Q X C, and so shows that it is real and nonnegative. In the proof, `hP` and `hQ` establish that P and Q are idempotent, `hM` computes the adjoint, and the `calc` block performs the cyclic move and inserts the second Q.

```lean
/-- For orthonormal orbitals and a Hermitian coordinate, `trace (P X (1 - P) X)` is the total
squared norm of the part of `X C` that lies outside the occupied space. -/
theorem trace_eq_leakage {X : Matrix n n ℂ} {C : Matrix n m ℂ}
    (hX : X.IsHermitian) (hC : Cᴴ * C = 1) :
    (C * Cᴴ * X * (1 - C * Cᴴ) * X).trace =
      ((∑ i, ∑ a, ‖(((1 : Matrix n n ℂ) - C * Cᴴ) * X * C : Matrix n m ℂ) a i‖ ^ 2 : ℝ) : ℂ) := by
  have hP : C * Cᴴ * (C * Cᴴ) = C * Cᴴ := by
    rw [Matrix.mul_assoc, ← Matrix.mul_assoc Cᴴ, hC, Matrix.one_mul]
  -- the projector on the empty space is idempotent
  have hQ : (1 - C * Cᴴ) * (1 - C * Cᴴ) = 1 - C * Cᴴ := by
    rw [Matrix.mul_sub, Matrix.mul_one, Matrix.sub_mul, Matrix.one_mul, hP, sub_self, sub_zero]
  have hM : ((1 - C * Cᴴ) * X * C)ᴴ = Cᴴ * X * (1 - C * Cᴴ) := by
    simp only [Matrix.conjTranspose_mul, Matrix.conjTranspose_sub, Matrix.conjTranspose_one,
      Matrix.conjTranspose_conjTranspose, hX.eq, Matrix.mul_assoc]
  rw [← trace_conjTranspose_mul, hM]
  calc (C * Cᴴ * X * (1 - C * Cᴴ) * X).trace
      = (C * (Cᴴ * X * (1 - C * Cᴴ) * X)).trace := by simp only [Matrix.mul_assoc]
    _ = (Cᴴ * X * (1 - C * Cᴴ) * X * C).trace := Matrix.trace_mul_comm _ _
    _ = (Cᴴ * X * ((1 - C * Cᴴ) * (1 - C * Cᴴ)) * X * C).trace := by rw [hQ]
    _ = _ := by simp only [Matrix.mul_assoc]
```

## The decomposition and the bound

Hermiticity passes from X to A.

```lean
omit [DecidableEq n] [Fintype m] [DecidableEq m] in
/-- A Hermitian coordinate has a Hermitian matrix between the orbitals. -/
theorem projected_isHermitian {X : Matrix n n ℂ} (hX : X.IsHermitian) (C : Matrix n m ℂ) :
    (projected X C).IsHermitian := by
  unfold Matrix.IsHermitian projected
  simp only [Matrix.conjTranspose_mul, Matrix.conjTranspose_conjTranspose, hX.eq,
    Matrix.mul_assoc]
```

The central identity assumes only that X is Hermitian. Step `h1` is the cyclic rearrangement, `h2` evaluates tr(A A), and `h3` separates the real diagonal elements from the rest. The set `univ.erase i` contains every orbital index except `i`. Step `h4` writes the remaining trace as a sum over orbitals.

```lean
/-- For a Hermitian coordinate, the total spread is the invariant spread plus the squared
moduli of all off-diagonal elements of the coordinate between the orbitals. -/
theorem spread_decomposition {X : Matrix n n ℂ} (hX : X.IsHermitian) (C : Matrix n m ℂ) :
    spread X C = invariantSpread X (C * Cᴴ) +
      ∑ i, ∑ j ∈ univ.erase i, ‖projected X C j i‖ ^ 2 := by
  have hA := projected_isHermitian hX C
  -- cyclicity of the trace moves everything into the orbital space
  have h1 : (C * Cᴴ * X * (1 - C * Cᴴ) * X).trace =
      (projected (X * X) C).trace - (projected X C * projected X C).trace := by
    have e : C * Cᴴ * X * (1 - C * Cᴴ) * X =
        C * (Cᴴ * (X * X)) - C * (Cᴴ * X * C * (Cᴴ * X)) := by
      simp only [Matrix.mul_sub, Matrix.sub_mul, Matrix.mul_one, Matrix.mul_assoc]
    rw [e, Matrix.trace_sub, Matrix.trace_mul_comm C, Matrix.trace_mul_comm C]
    simp only [projected, Matrix.mul_assoc]
  have h2 : (projected X C * projected X C).trace.re =
      ∑ i, ∑ j, ‖projected X C j i‖ ^ 2 := by
    have h := trace_conjTranspose_mul (projected X C)
    rw [hA.eq] at h
    rw [h, Complex.ofReal_re]
  -- split off the diagonal elements, which are real
  have h3 : ∑ i, ∑ j, ‖projected X C j i‖ ^ 2 = ∑ i, (projected X C i i).re ^ 2 +
      ∑ i, ∑ j ∈ univ.erase i, ‖projected X C j i‖ ^ 2 := by
    rw [← Finset.sum_add_distrib]
    refine Finset.sum_congr rfl fun i _ => ?_
    have him : (projected X C i i).im = 0 := Complex.conj_eq_iff_im.mp (hA.apply i i)
    have hd : ‖projected X C i i‖ ^ 2 = (projected X C i i).re ^ 2 := by
      rw [Complex.sq_norm, Complex.normSq_apply, him]
      ring
    have h := Finset.add_sum_erase univ (fun j => ‖projected X C j i‖ ^ 2) (mem_univ i)
    beta_reduce at h
    rw [← h, hd]
  have h4 : (projected (X * X) C).trace.re = ∑ i, (projected (X * X) C i i).re := by
    simp only [Matrix.trace, Matrix.diag_apply, Complex.re_sum]
  unfold spread invariantSpread
  rw [h1, Complex.sub_re, h2, h3, h4, Finset.sum_sub_distrib]
  ring
```

The lower bound follows because the added squares are nonnegative.

```lean
/-- For a Hermitian coordinate, the total spread is at least the invariant spread. -/
theorem invariantSpread_le_spread {X : Matrix n n ℂ} (hX : X.IsHermitian)
    (C : Matrix n m ℂ) : invariantSpread X (C * Cᴴ) ≤ spread X C := by
  rw [spread_decomposition hX C]
  exact le_add_of_nonneg_right
    (Finset.sum_nonneg fun i _ => Finset.sum_nonneg fun j _ => sq_nonneg _)
```

For equality, `IsDiag` says that every off-diagonal element is zero. In the forward direction, a vanishing sum of nonnegative terms forces each term to vanish; the converse substitutes zeros into the sum.

```lean
/-- For a Hermitian coordinate, the total spread equals the invariant spread exactly when the
coordinate is diagonal between the orbitals. -/
theorem spread_eq_iff {X : Matrix n n ℂ} (hX : X.IsHermitian) (C : Matrix n m ℂ) :
    spread X C = invariantSpread X (C * Cᴴ) ↔ (projected X C).IsDiag := by
  have hd := spread_decomposition hX C
  constructor
  · intro h i j hij
    have h0 : ∑ i, ∑ j ∈ univ.erase i, ‖projected X C j i‖ ^ 2 = 0 := by linarith
    rw [Finset.sum_eq_zero_iff_of_nonneg
      (fun i _ => Finset.sum_nonneg fun j _ => sq_nonneg _)] at h0
    have h1 := h0 j (mem_univ j)
    rw [Finset.sum_eq_zero_iff_of_nonneg (fun i _ => sq_nonneg _)] at h1
    simpa using h1 i (Finset.mem_erase.mpr ⟨hij, mem_univ i⟩)
  · intro h
    have h0 : ∑ i, ∑ j ∈ univ.erase i, ‖projected X C j i‖ ^ 2 = 0 :=
      Finset.sum_eq_zero fun i _ => Finset.sum_eq_zero fun j hj => by
        rw [h (Finset.ne_of_mem_erase hj)]
        simp
    linarith
```

## Mixing the orbitals to reach the minimum

Membership in `unitaryGroup m ℂ` supplies U Uᴴ = 1, which leaves P unchanged.

```lean
omit [Fintype n] [DecidableEq n] in
/-- A unitary mixing of the orbitals leaves the density matrix unchanged. -/
theorem density_mix (C : Matrix n m ℂ) {U : Matrix m m ℂ} (hU : U ∈ unitaryGroup m ℂ) :
    C * U * (C * U)ᴴ = C * Cᴴ := by
  have h : U * Uᴴ = 1 := Matrix.mem_unitaryGroup_iff.mp hU
  rw [Matrix.conjTranspose_mul, Matrix.mul_assoc, ← Matrix.mul_assoc U, h, Matrix.one_mul]
```

The coordinate matrix transforms as A ↦ Uᴴ A U.

```lean
omit [DecidableEq n] [DecidableEq m] in
private theorem projected_mix (X : Matrix n n ℂ) (C : Matrix n m ℂ) (U : Matrix m m ℂ) :
    projected X (C * U) = Uᴴ * projected X C * U := by
  simp only [projected, Matrix.conjTranspose_mul, Matrix.mul_assoc]
```

The spectral theorem supplies the eigenvectors of A as the mixing matrix. After the change of orbitals, the equality condition reduces the goal to showing that a diagonal matrix is diagonal.

```lean
/-- For a Hermitian coordinate, some unitary mixing of the orbitals brings the total spread
down to the invariant spread. -/
theorem exists_localising_unitary {X : Matrix n n ℂ} (hX : X.IsHermitian)
    (C : Matrix n m ℂ) :
    ∃ U ∈ unitaryGroup m ℂ, spread X (C * U) = invariantSpread X (C * Cᴴ) := by
  have hA := projected_isHermitian hX C
  -- the eigenvectors of the projected coordinate give the mixing
  obtain ⟨U, hU, d, h⟩ : ∃ U ∈ unitaryGroup m ℂ, ∃ d : m → ℂ,
      projected X C = U * diagonal d * Uᴴ :=
    ⟨hA.eigenvectorUnitary, hA.eigenvectorUnitary.2, RCLike.ofReal ∘ hA.eigenvalues, by
      have h := hA.spectral_theorem
      rw [Unitary.conjStarAlgAut_apply] at h
      exact h⟩
  have hU' : Uᴴ * U = 1 := Matrix.mem_unitaryGroup_iff'.mp hU
  refine ⟨U, hU, ?_⟩
  rw [← density_mix C hU, spread_eq_iff hX, projected_mix, h]
  have e : Uᴴ * (U * diagonal d * Uᴴ) * U = diagonal d := by
    calc _ = (Uᴴ * U) * diagonal d * (Uᴴ * U) := by simp only [Matrix.mul_assoc]
      _ = _ := by rw [hU', Matrix.one_mul, Matrix.mul_one]
  rw [e]
  exact Matrix.isDiag_diagonal d
```

The main theorem considers every set D of orthonormal orbitals, labelled by the same type `m`, with D Dᴴ = C Cᴴ. `IsLeast` requires the invariant spread to be attained by such a set and to be at most the spread of every such set. The first part uses C U, whose orthonormality follows from `hC`; the second is the lower bound applied to D.

```lean
/-- For a Hermitian coordinate and orthonormal orbitals `C`, the invariant spread is the least
total spread among all orthonormal orbital sets with the same density matrix as `C`. -/
theorem invariantSpread_isLeast {X : Matrix n n ℂ} {C : Matrix n m ℂ}
    (hX : X.IsHermitian) (hC : Cᴴ * C = 1) :
    IsLeast {s : ℝ | ∃ D : Matrix n m ℂ, Dᴴ * D = 1 ∧ D * Dᴴ = C * Cᴴ ∧ spread X D = s}
      (invariantSpread X (C * Cᴴ)) := by
  constructor
  · obtain ⟨U, hU, hs⟩ := exists_localising_unitary hX C
    have hU' : Uᴴ * U = 1 := Matrix.mem_unitaryGroup_iff'.mp hU
    refine ⟨C * U, ?_, density_mix C hU, hs⟩
    rw [Matrix.conjTranspose_mul, Matrix.mul_assoc, ← Matrix.mul_assoc Cᴴ, hC,
      Matrix.one_mul, hU']
  · rintro s ⟨D, _, hD, rfl⟩
    rw [← hD]
    exact invariantSpread_le_spread hX D
```

The theorem concerns finite matrices and a single coordinate. An infinite crystal, with infinitely many occupied orbitals, lies outside its scope.

## Two coordinates can compete

Suppose that one mixing U reaches the invariant spread for both X and Y. By the equality condition, both coordinate matrices are diagonal in the mixed orbitals, so they commute. Undoing the mixing preserves this relation:

(Cᴴ X C)(Cᴴ Y C) = (Cᴴ Y C)(Cᴴ X C).

In the proof, `hc` is the commutation of the diagonal matrices and `back` returns to the original orbitals.

```lean
/-- If one unitary mixing of the orbitals reaches the invariant spread for two Hermitian
coordinates at once, the two coordinates commute after projection on the orbitals. -/
theorem projected_commute {X Y : Matrix n n ℂ} (hX : X.IsHermitian) (hY : Y.IsHermitian)
    (C : Matrix n m ℂ) {U : Matrix m m ℂ} (hU : U ∈ unitaryGroup m ℂ)
    (hx : spread X (C * U) = invariantSpread X (C * Cᴴ))
    (hy : spread Y (C * U) = invariantSpread Y (C * Cᴴ)) :
    projected X C * projected Y C = projected Y C * projected X C := by
  rw [← density_mix C hU, spread_eq_iff hX] at hx
  rw [← density_mix C hU, spread_eq_iff hY] at hy
  have hU' : U * Uᴴ = 1 := Matrix.mem_unitaryGroup_iff.mp hU
  -- diagonal matrices commute
  have hc : projected X (C * U) * projected Y (C * U) =
      projected Y (C * U) * projected X (C * U) := by
    rw [← hx.diagonal_diag, ← hy.diagonal_diag, Matrix.diagonal_mul_diagonal,
      Matrix.diagonal_mul_diagonal]
    congr 1
    funext i
    exact mul_comm _ _
  -- undo the mixing
  have back : ∀ Z W : Matrix n n ℂ, projected Z C * projected W C =
      U * (projected Z (C * U) * projected W (C * U)) * Uᴴ := by
    intro Z W
    simp only [projected_mix]
    calc _ = (U * Uᴴ) * projected Z C * (U * Uᴴ) * projected W C * (U * Uᴴ) := by
          simp only [hU', Matrix.one_mul, Matrix.mul_one]
      _ = _ := by simp only [Matrix.mul_assoc]
  rw [back X Y, back Y X, hc]
```

The Pauli matrices σx and σz give a case where this condition fails. The two-level space is fully occupied, so P = 1 and both invariant spreads are zero. The upper right element of σx σz is −1, while that of σz σx is 1, so no orthonormal pair reaches both minima. Such matrices can also arise from the x and y positions of a particle in a truncated basis. On the four sites (2, 0), (−2, 0), (0, 2) and (0, −2), the orthonormal functions (1/2, 1/2, 1/√2, 0) and (1/2, −1/2, 0, 1/√2) give σx as the matrix of x and σz as the matrix of y, although x and y commute on the full set of sites.

The proof applies the preceding theorem with C = 1 and compares that matrix element.

```lean
/-- On a full two-level space, no orthonormal orbital pair reaches the invariant spread for
both Pauli matrices `σx` and `σz`. -/
theorem pauli_not_both_minimal :
    ¬ ∃ U ∈ unitaryGroup (Fin 2) ℂ,
      spread !![0, 1; 1, 0] U = invariantSpread !![0, 1; 1, 0] (1 : Matrix (Fin 2) (Fin 2) ℂ) ∧
      spread !![1, 0; 0, -1] U =
        invariantSpread !![1, 0; 0, -1] (1 : Matrix (Fin 2) (Fin 2) ℂ) := by
  rintro ⟨U, hU, hx, hz⟩
  have hX : (!![0, 1; 1, 0] : Matrix (Fin 2) (Fin 2) ℂ).IsHermitian := by
    ext i j
    fin_cases i <;> fin_cases j <;> simp
  have hZ : (!![1, 0; 0, -1] : Matrix (Fin 2) (Fin 2) ℂ).IsHermitian := by
    ext i j
    fin_cases i <;> fin_cases j <;> simp
  have h := projected_commute hX hZ 1 hU
    (by rw [Matrix.conjTranspose_one, Matrix.one_mul, Matrix.one_mul]; exact hx)
    (by rw [Matrix.conjTranspose_one, Matrix.one_mul, Matrix.one_mul]; exact hz)
  -- compare the upper right elements of the two products
  have h01 := congrFun (congrFun h 0) 1
  norm_num [projected, Matrix.mul_apply, Fin.sum_univ_two] at h01

end

end OrbitalLocalisation
```

```lean
#print axioms OrbitalLocalisation.trace_eq_leakage
#print axioms OrbitalLocalisation.invariantSpread_isLeast
#print axioms OrbitalLocalisation.pauli_not_both_minimal
```

```
'OrbitalLocalisation.trace_eq_leakage' depends on axioms: [propext, Classical.choice, Quot.sound]
'OrbitalLocalisation.invariantSpread_isLeast' depends on axioms: [propext, Classical.choice, Quot.sound]
'OrbitalLocalisation.pauli_not_both_minimal' depends on axioms: [propext, Classical.choice, Quot.sound]
```
